# A finite phonon basis underestimates the relaxation energy of a linearly coupled oscillator

Let \(w>0\) be a phonon energy and \(g\neq0\) a real coupling. Let \(E_N\) be the lowest eigenvalue of the oscillator

\[
H=w\,b^\dagger b+g\,(b+b^\dagger)
\]

restricted to the states with \(0,\dots,N\) phonons, where \(b\) is the annihilation operator, \(b|n\rangle=\sqrt n\,|n-1\rangle\). Then \(E_N>-g^2/w\) for every \(N\), \(E_N\) strictly decreases with \(N\), and \(E_N\to-g^2/w\). Moreover,

\[
E_N+\frac{g^2}{w}\le\frac{g^2}{w}\,\frac{(g/w)^{2N}}{N!}.
\]

## Relaxation energy in a rate model

The coupling shifts the equilibrium position of the mode. The undisplaced vacuum has energy expectation \(0\), so the relaxation energy found with cutoff \(N\) is \(-E_N\), which is always below \(g^2/w\). If one electronic state leaves a single harmonic mode uncoupled and the other couples to it as in \(H\), then \(g^2/w\) is the mode's reorganisation energy, which enters electron-transfer rates. The bound gives a cutoff sufficient for a prescribed error in the relaxation energy.

## Energy as a sum of squares

For real amplitudes \(\psi_0,\dots,\psi_N\), put \(W_N=\sum_{n\le N}\psi_n^2\) and

\[
\mathcal E_N=\sum_{n\le N}nw\,\psi_n^2+2g\sum_{n<N}\sqrt{n+1}\,\psi_n\psi_{n+1}.
\]

The normalised energy is \(\mathcal E_N/W_N\). By the variational principle it is at least \(E_N\), with equality for a ground state. Expanding a square gives

\[
w\Big(\sqrt{n+1}\,\psi_{n+1}+\frac gw\psi_n\Big)^2=(n+1)w\,\psi_{n+1}^2+2g\sqrt{n+1}\,\psi_n\psi_{n+1}+\frac{g^2}{w}\psi_n^2 .
\]

Summing over \(n<N\) yields

\[
\mathcal E_N+\frac{g^2}{w}W_N=\sum_{n<N}w\Big(\sqrt{n+1}\,\psi_{n+1}+\frac gw\psi_n\Big)^2+\frac{g^2}{w}\psi_N^2\ge0 ,
\]

hence \(E_N\ge-g^2/w\).

## One more phonon lowers the energy

Let \(\psi\) be a ground state for cutoff \(N\). Then \(\psi_N\ne0\). For \(N=0\) this is clear. For \(N\ge1\), \(\psi_N=0\) would make \(\psi\) a trial state for cutoff \(N-1\) with energy \(E_N\), so \(E_{N-1}\le E_N\), against the previous induction step.

Now give level \(N+1\) the amplitude \(t\):

\[
\mathcal E_{N+1}-E_NW_{N+1}=2g\sqrt{N+1}\,\psi_N\,t+\big((N+1)w-E_N\big)t^2 .
\]

The linear coefficient is nonzero, so a small \(t\) of the right sign makes this negative, and \(E_{N+1}<E_N\). With the lower bound, \(E_N>E_{N+1}\ge-g^2/w\).

## The truncated coherent state

Take \(\psi_n=(-g/w)^n/\sqrt{n!}\). Then \(\sqrt{n+1}\,\psi_{n+1}=-(g/w)\psi_n\), so every square vanishes. Since \(W_N\ge\psi_0^2=1\),

\[
E_N+\frac{g^2}{w}\le\frac{g^2}{w}\frac{\psi_N^2}{W_N}\le\frac{g^2}{w}\frac{(g/w)^{2N}}{N!}\to0 .
\]

## Smallest basis and zero coupling

For \(N=0\) the matrix is the number \(0\), so \(E_0=0\) and the error bound is an equality. If \(g=0\), then \(E_N=0=-g^2/w\) for every \(N\): both the strict lower bound and the strict decrease fail.

## What the Lean statement says

`hamiltonian w g N` is a real matrix of size \(N+1\), filled from `element`; `N` is the highest phonon number. `groundEnergy` is the infimum of its eigenvalues, and `groundEnergy_isLeast` shows that it is itself an eigenvalue. `energy` and `weight` are \(\mathcal E_N\) and \(W_N\); they take a sequence `ψ : ℕ → ℝ` but read only its entries up to `N`.

In `phonon_truncation`, `StrictAnti` is the strict decrease and `Tendsto` the limit. The error bound is `truncation_error_le`, which also allows \(g=0\). Zero-point energy is omitted. The model has one mode and no electronic transitions or temperature, and the infinite-dimensional operator does not appear: \(-g^2/w\) enters as the limit of matrix eigenvalues.

```lean
import Mathlib

open Matrix Filter Topology

namespace PhononTruncation

noncomputable section

/-- Matrix element between `m` and `n` phonons of the displaced oscillator: phonon energy `n w`
on the diagonal, linear coupling `g √(max m n)` between neighbouring levels. -/
def element (w g : ℝ) (m n : ℕ) : ℝ :=
  if m = n then n * w else if n = m + 1 then g * √(n : ℝ)
  else if m = n + 1 then g * √(m : ℝ) else 0

/-- The Hamiltonian in the basis of `0, …, N` phonons. -/
def hamiltonian (w g : ℝ) (N : ℕ) : Matrix (Fin (N + 1)) (Fin (N + 1)) ℝ :=
  Matrix.of fun i j => element w g i j

/-- The infimum of the eigenvalues of the truncated Hamiltonian. -/
def groundEnergy (w g : ℝ) (N : ℕ) : ℝ :=
  sInf {E | ∃ v : Fin (N + 1) → ℝ, v ≠ 0 ∧ hamiltonian w g N *ᵥ v = E • v}

/-- Energy form of the amplitudes `ψ 0, …, ψ N`, without normalisation. -/
def energy (w g : ℝ) (N : ℕ) (ψ : ℕ → ℝ) : ℝ :=
  ∑ m ∈ Finset.range (N + 1), ∑ n ∈ Finset.range (N + 1), ψ m * element w g m n * ψ n

/-- Squared norm of the amplitudes `ψ 0, …, ψ N`. -/
def weight (N : ℕ) (ψ : ℕ → ℝ) : ℝ := ∑ n ∈ Finset.range (N + 1), ψ n ^ 2

/-- The matrix elements are symmetric. -/
theorem element_comm (w g : ℝ) (m n : ℕ) : element w g m n = element w g n m := by
  rcases eq_or_ne m n with rfl | h
  · rfl
  · unfold element
    by_cases h1 : n = m + 1
    · have h2 : ¬ m = n + 1 := by omega
      simp only [if_neg h, if_neg h.symm, if_pos h1, if_neg h2]
    · simp only [if_neg h, if_neg h.symm, if_neg h1]

/-- Admitting one more phonon adds its coupling to the level below and its own energy. -/
theorem energy_succ (w g : ℝ) (N : ℕ) (ψ : ℕ → ℝ) :
    energy w g (N + 1) ψ = energy w g N ψ + 2 * g * √((N : ℝ) + 1) * ψ N * ψ (N + 1)
      + ((N : ℝ) + 1) * w * ψ (N + 1) ^ 2 := by
  have e1 : element w g N (N + 1) = g * √((N : ℝ) + 1) := by simp [element]
  have e2 : element w g (N + 1) (N + 1) = ((N : ℝ) + 1) * w := by simp [element]
  have h0 : ∑ m ∈ Finset.range N, ψ m * element w g m (N + 1) * ψ (N + 1) = 0 := by
    refine Finset.sum_eq_zero fun m hm => ?_
    have hm' := Finset.mem_range.mp hm
    have h : element w g m (N + 1) = 0 := by
      unfold element
      rw [if_neg (by omega), if_neg (by omega), if_neg (by omega)]
    rw [h]; ring
  have col : ∑ m ∈ Finset.range (N + 1), ψ m * element w g m (N + 1) * ψ (N + 1)
      = g * √((N : ℝ) + 1) * ψ N * ψ (N + 1) := by
    rw [Finset.sum_range_succ, h0, e1]; ring
  have row : ∑ n ∈ Finset.range (N + 1), ψ (N + 1) * element w g (N + 1) n * ψ n
      = g * √((N : ℝ) + 1) * ψ N * ψ (N + 1) := by
    rw [← col]
    exact Finset.sum_congr rfl fun n _ => by rw [element_comm w g (N + 1) n]; ring
  unfold energy
  simp only [Finset.sum_range_succ _ (N + 1), Finset.sum_add_distrib]
  rw [col, row, e2]; ring

/-- Completing the square for `w ≠ 0`: the energy form plus `g²/w` times the squared norm is `w`
times a sum of squares plus a boundary term at the highest level. -/
theorem completed_square {w : ℝ} (hw : w ≠ 0) (g : ℝ) (N : ℕ) (ψ : ℕ → ℝ) :
    energy w g N ψ + g ^ 2 / w * weight N ψ =
      ∑ n ∈ Finset.range N, w * (√((n : ℝ) + 1) * ψ (n + 1) + g / w * ψ n) ^ 2
        + g ^ 2 / w * ψ N ^ 2 := by
  induction N with
  | zero => simp [energy, weight, element]
  | succ M ih =>
    have hW : weight (M + 1) ψ = weight M ψ + ψ (M + 1) ^ 2 := Finset.sum_range_succ _ _
    have hs : √((M : ℝ) + 1) ^ 2 = (M : ℝ) + 1 := Real.sq_sqrt (by positivity)
    have e : ∀ s a b : ℝ, w * (s * a + g / w * b) ^ 2
        = s ^ 2 * w * a ^ 2 + 2 * g * s * b * a + g ^ 2 / w * b ^ 2 := by
      intro s a b
      field_simp
      ring
    have e' := e (√((M : ℝ) + 1)) (ψ (M + 1)) (ψ M)
    rw [hs] at e'
    rw [energy_succ, hW, Finset.sum_range_succ]
    linear_combination ih - e'

/-- A real symmetric matrix of positive size has an eigenvector whose eigenvalue, times the squared
norm of any vector, bounds the quadratic form of that vector from below. -/
theorem exists_ground {n : ℕ} {A : Matrix (Fin (n + 1)) (Fin (n + 1)) ℝ} (hA : A.IsHermitian) :
    ∃ (E : ℝ) (v : Fin (n + 1) → ℝ), v ≠ 0 ∧ A *ᵥ v = E • v ∧
      ∀ x, E * (x ⬝ᵥ x) ≤ x ⬝ᵥ A *ᵥ x := by
  obtain ⟨i, hi⟩ := Finite.exists_min hA.eigenvalues
  refine ⟨hA.eigenvalues i, (hA.eigenvectorBasis i).ofLp, fun h =>
    hA.eigenvectorBasis.orthonormal.ne_zero i (by ext j; exact congrFun h j),
    hA.mulVec_eigenvectorBasis i, ?_⟩
  have hB : (A - hA.eigenvalues i • (1 : Matrix (Fin (n + 1)) (Fin (n + 1)) ℝ)).IsHermitian :=
    hA.sub (by simp [Matrix.IsHermitian])
  -- the matrix shifted by its lowest eigenvalue has no negative eigenvalue
  have hpos := hB.posSemidef_iff_eigenvalues_nonneg.mpr fun k => by
    have hk := hB.mulVec_eigenvectorBasis k
    rw [Matrix.sub_mulVec, Matrix.smul_mulVec, Matrix.one_mulVec] at hk
    have hmem : hB.eigenvalues k + hA.eigenvalues i ∈ spectrum ℝ A := by
      rw [spectrum.mem_iff]
      intro hu
      have h0 : (hB.eigenvectorBasis k).ofLp = 0 := by
        apply Matrix.mulVec_injective_of_isUnit hu
        rw [Matrix.mulVec_zero, Algebra.algebraMap_eq_smul_one, Matrix.sub_mulVec,
          Matrix.smul_mulVec, Matrix.one_mulVec, eq_add_of_sub_eq hk]
        module
      exact hB.eigenvectorBasis.orthonormal.ne_zero k (by ext j; exact congrFun h0 j)
    rw [hA.spectrum_real_eq_range_eigenvalues] at hmem
    obtain ⟨j, hj⟩ := hmem
    have hij := hi j
    show 0 ≤ hB.eigenvalues k
    linarith
  intro x
  have hx := hpos.dotProduct_mulVec_nonneg x
  rw [Matrix.sub_mulVec, Matrix.smul_mulVec, Matrix.one_mulVec, dotProduct_sub,
    dotProduct_smul, star_trivial, smul_eq_mul] at hx
  linarith

/-- `groundEnergy` is the least eigenvalue of the truncated Hamiltonian, and its product with the
squared norm of any vector bounds the energy form of that vector from below. -/
theorem groundEnergy_isLeast (w g : ℝ) (N : ℕ) :
    IsLeast {E | ∃ v : Fin (N + 1) → ℝ, v ≠ 0 ∧ hamiltonian w g N *ᵥ v = E • v}
      (groundEnergy w g N) ∧
    ∀ x, groundEnergy w g N * (x ⬝ᵥ x) ≤ x ⬝ᵥ hamiltonian w g N *ᵥ x := by
  have hH : (hamiltonian w g N).IsHermitian := Matrix.IsHermitian.ext fun i j => by
    show star (element w g j i) = element w g i j
    rw [star_trivial, element_comm]
  obtain ⟨E, v, hv, hE, hmin⟩ := exists_ground hH
  have hl : IsLeast {E | ∃ v : Fin (N + 1) → ℝ, v ≠ 0 ∧ hamiltonian w g N *ᵥ v = E • v} E := by
    refine ⟨⟨v, hv, hE⟩, ?_⟩
    rintro F ⟨u, hu, hF⟩
    have h := hmin u
    rw [hF, dotProduct_smul, smul_eq_mul] at h
    exact le_of_mul_le_mul_right h (lt_of_le_of_ne
      (Finset.sum_nonneg fun i _ => mul_self_nonneg (u i))
      (Ne.symm (mt dotProduct_self_eq_zero.mp hu)))
  have heq : groundEnergy w g N = E := hl.csInf_eq
  rw [heq]
  exact ⟨hl, hmin⟩

/-- Variational principle for phonon amplitudes: the lowest eigenvalue times the squared norm bounds
the energy form from below, with equality for some amplitudes of positive norm. -/
theorem variational (w g : ℝ) (N : ℕ) :
    (∀ ψ, groundEnergy w g N * weight N ψ ≤ energy w g N ψ) ∧
    ∃ ψ, 0 < weight N ψ ∧ energy w g N ψ = groundEnergy w g N * weight N ψ := by
  have hW : ∀ ψ : ℕ → ℝ, (fun i : Fin (N + 1) => ψ i) ⬝ᵥ (fun i : Fin (N + 1) => ψ i)
      = weight N ψ := fun ψ => by
    simp only [weight, dotProduct, Finset.sum_range, sq]
  have hH : ∀ ψ : ℕ → ℝ, (fun i : Fin (N + 1) => ψ i) ⬝ᵥ
      hamiltonian w g N *ᵥ (fun i : Fin (N + 1) => ψ i) = energy w g N ψ := fun ψ => by
    simp only [energy, dotProduct, Matrix.mulVec, Finset.mul_sum, Finset.sum_range,
      hamiltonian, Matrix.of_apply, mul_assoc]
  obtain ⟨⟨⟨v, hv, hE⟩, -⟩, hmin⟩ := groundEnergy_isLeast w g N
  refine ⟨fun ψ => by rw [← hW, ← hH]; exact hmin _, ?_⟩
  obtain ⟨ψ, hψ⟩ : ∃ ψ : ℕ → ℝ, (fun i : Fin (N + 1) => ψ i) = v :=
    ⟨fun n => if h : n < N + 1 then v ⟨n, h⟩ else 0, funext fun i => dif_pos i.isLt⟩
  refine ⟨ψ, ?_, ?_⟩
  · rw [← hW, hψ]
    exact lt_of_le_of_ne (Finset.sum_nonneg fun i _ => mul_self_nonneg (v i))
      (Ne.symm (mt dotProduct_self_eq_zero.mp hv))
  · rw [← hW, ← hH, hψ, hE, dotProduct_smul, smul_eq_mul]

/-- For nonzero coupling, each further phonon level strictly lowers the lowest eigenvalue. -/
theorem groundEnergy_succ_lt (w : ℝ) {g : ℝ} (hg : g ≠ 0) (N : ℕ) :
    groundEnergy w g (N + 1) < groundEnergy w g N := by
  induction N using Nat.strong_induction_on with
  | _ N ih =>
  obtain ⟨-, ψ, hpos, hE⟩ := variational w g N
  -- the ground state occupies the highest level, or a smaller basis would do as well
  have hne : ψ N ≠ 0 := by
    intro h0
    rcases N with _ | M
    · simp [weight, h0] at hpos
    · have hW : weight (M + 1) ψ = weight M ψ + ψ (M + 1) ^ 2 := Finset.sum_range_succ _ _
      have hH := energy_succ w g M ψ
      have hv := (variational w g M).1 ψ
      have hlt := ih M (by omega)
      rw [h0] at hW hH
      have hW' : weight (M + 1) ψ = weight M ψ := by linarith
      have hH' : energy w g (M + 1) ψ = energy w g M ψ := by linarith
      rw [hH', hW'] at hE
      rw [hW'] at hpos
      rw [hE] at hv
      exact absurd (le_of_mul_le_mul_right hv hpos) (not_le_of_gt hlt)
  by_contra hcon
  have hle := not_lt.mp hcon
  -- admix an amplitude t of the new level
  have key : ∀ t : ℝ, 0 ≤ 2 * (g * √((N : ℝ) + 1) * ψ N) * t
      + (((N : ℝ) + 1) * w - groundEnergy w g N) * t ^ 2 := by
    intro t
    obtain ⟨φ, hφ, ht⟩ : ∃ φ : ℕ → ℝ, (∀ n ∈ Finset.range (N + 1), φ n = ψ n) ∧
        φ (N + 1) = t :=
      ⟨fun n => if n = N + 1 then t else ψ n,
        fun n hn => if_neg (by have := Finset.mem_range.mp hn; omega), if_pos rfl⟩
    have hN : φ N = ψ N := hφ N (Finset.self_mem_range_succ N)
    have h1 : weight N φ = weight N ψ := Finset.sum_congr rfl fun n hn => by rw [hφ n hn]
    have h2 : weight (N + 1) φ = weight N φ + φ (N + 1) ^ 2 := Finset.sum_range_succ _ _
    have h3 : energy w g N φ = energy w g N ψ := Finset.sum_congr rfl fun m hm =>
      Finset.sum_congr rfl fun n hn => by rw [hφ m hm, hφ n hn]
    have hv := (variational w g (N + 1)).1 φ
    rw [h2, h1, energy_succ, h3, ht, hN, hE] at hv
    have h4 := mul_le_mul_of_nonneg_right hle (add_nonneg hpos.le (sq_nonneg t))
    linarith
  have quad : ∀ a c : ℝ, a ≠ 0 → ∃ t : ℝ, 2 * a * t + c * t ^ 2 < 0 := by
    intro a c ha
    have hd : 0 < |c| + 1 := by positivity
    have h1 : c * (|c| + 1)⁻¹ < 1 := by
      rw [← div_eq_mul_inv, div_lt_one hd]
      linarith [le_abs_self c]
    have ha2 : 0 < a ^ 2 := by positivity
    have h2 : 0 < a ^ 2 * (|c| + 1)⁻¹ * (2 - c * (|c| + 1)⁻¹) :=
      mul_pos (mul_pos ha2 (inv_pos.mpr hd)) (by linarith)
    exact ⟨-a * (|c| + 1)⁻¹, by nlinarith [h2]⟩
  have hs : √((N : ℝ) + 1) ≠ 0 := (Real.sqrt_pos.mpr (by positivity)).ne'
  obtain ⟨t, ht⟩ := quad _ (((N : ℝ) + 1) * w - groundEnergy w g N)
    (mul_ne_zero (mul_ne_zero hg hs) hne)
  exact absurd (key t) (not_le_of_gt ht)

/-- For `w > 0` the truncation error is at most `(g²/w) (g/w)^(2N) / N!`. -/
theorem truncation_error_le {w : ℝ} (hw : 0 < w) (g : ℝ) (N : ℕ) :
    groundEnergy w g N + g ^ 2 / w ≤
      g ^ 2 / w * (((g / w) ^ 2) ^ N / (N.factorial : ℝ)) := by
  -- trial state: the truncated coherent state
  obtain ⟨ψ, hψ⟩ : ∃ ψ : ℕ → ℝ, ∀ n, ψ n = (-(g / w)) ^ n / √(n.factorial : ℝ) :=
    ⟨_, fun _ => rfl⟩
  have hrec : ∀ n : ℕ, √((n : ℝ) + 1) * ψ (n + 1) + g / w * ψ n = 0 := by
    intro n
    have hp : √((n : ℝ) + 1) ≠ 0 := (Real.sqrt_pos.mpr (by positivity)).ne'
    have h1 : √((n + 1).factorial : ℝ) = √((n : ℝ) + 1) * √(n.factorial : ℝ) := by
      rw [Nat.factorial_succ, Nat.cast_mul, Nat.cast_succ, Real.sqrt_mul (by positivity)]
    rw [hψ, hψ, h1, ← mul_div_assoc, mul_div_mul_left _ _ hp, pow_succ]
    ring
  have hsq : ψ N ^ 2 = ((g / w) ^ 2) ^ N / (N.factorial : ℝ) := by
    rw [hψ, div_pow, Real.sq_sqrt (by positivity), ← pow_mul, mul_comm N 2, pow_mul, neg_sq]
  have hid := completed_square hw.ne' g N ψ
  rw [Finset.sum_eq_zero fun n _ => by rw [hrec n]; ring, zero_add] at hid
  have hone : 1 ≤ weight N ψ := by
    have h : ψ 0 ^ 2 ≤ weight N ψ := Finset.single_le_sum (f := fun n => ψ n ^ 2)
      (fun n _ => sq_nonneg (ψ n)) (Finset.mem_range.mpr (Nat.succ_pos N))
    have h0 : ψ 0 = 1 := by rw [hψ]; simp
    rw [h0] at h
    linarith
  have hv := (variational w g N).1 ψ
  rw [← hsq]
  rcases le_total 0 (groundEnergy w g N + g ^ 2 / w) with h | h
  · nlinarith [mul_nonneg h (sub_nonneg.mpr hone)]
  · exact h.trans (by positivity)

/-- For `w > 0` and `g ≠ 0` the lowest eigenvalue in a truncated phonon basis lies strictly
above `-g²/w`, strictly decreases with the cutoff, and converges to `-g²/w`. -/
theorem phonon_truncation {w g : ℝ} (hw : 0 < w) (hg : g ≠ 0) :
    (∀ N, -(g ^ 2 / w) < groundEnergy w g N) ∧ StrictAnti (groundEnergy w g) ∧
      Tendsto (groundEnergy w g) atTop (𝓝 (-(g ^ 2 / w))) := by
  have hlow : ∀ N, -(g ^ 2 / w) ≤ groundEnergy w g N := by
    intro N
    obtain ⟨-, ψ, hpos, hE⟩ := variational w g N
    have hid := completed_square hw.ne' g N ψ
    have hnn : 0 ≤ ∑ n ∈ Finset.range N,
        w * (√((n : ℝ) + 1) * ψ (n + 1) + g / w * ψ n) ^ 2 + g ^ 2 / w * ψ N ^ 2 :=
      add_nonneg (Finset.sum_nonneg fun n _ => mul_nonneg hw.le (sq_nonneg _)) (by positivity)
    rw [← hid, hE] at hnn
    exact le_of_mul_le_mul_right (by linarith) hpos
  refine ⟨fun N => (hlow (N + 1)).trans_lt (groundEnergy_succ_lt w hg N),
    strictAnti_nat_of_succ_lt (groundEnergy_succ_lt w hg), ?_⟩
  -- squeeze between the exact value and the factorial error bound
  have hlim : Tendsto (fun N : ℕ => -(g ^ 2 / w)
      + g ^ 2 / w * (((g / w) ^ 2) ^ N / (N.factorial : ℝ))) atTop (𝓝 (-(g ^ 2 / w))) := by
    have h := ((FloorSemiring.tendsto_pow_div_factorial_atTop ((g / w) ^ 2)).const_mul
      (g ^ 2 / w)).const_add (-(g ^ 2 / w))
    rwa [mul_zero, add_zero] at h
  exact tendsto_of_tendsto_of_tendsto_of_le_of_le tendsto_const_nhds hlim hlow
    fun N => by
      have h := truncation_error_le hw g N
      show groundEnergy w g N ≤ -(g ^ 2 / w)
        + g ^ 2 / w * (((g / w) ^ 2) ^ N / (N.factorial : ℝ))
      linarith

end

end PhononTruncation
```

```lean
#print axioms PhononTruncation.energy_succ
-- 'PhononTruncation.energy_succ' depends on axioms: [propext, Classical.choice, Quot.sound]
#print axioms PhononTruncation.phonon_truncation
-- 'PhononTruncation.phonon_truncation' depends on axioms: [propext, Classical.choice, Quot.sound]
```

## From matrix eigenvalues to the limit

`exists_ground` picks the smallest eigenvalue of a symmetric matrix and shows that the matrix shifted by it is positive semidefinite. `element_comm` supplies the symmetry of the Hamiltonian, and `variational` carries the resulting bound over to amplitude sequences.

`energy_succ` isolates the terms added by one level. `completed_square` uses it in an induction on `N`, where `linear_combination` adds one expanded square per step.

In `groundEnergy_succ_lt`, `hne` is the occupation of the highest level. Assuming no decrease, `key` makes the quadratic in \(t\) nonnegative for all \(t\); `quad` contradicts this with \(t=-a/(|c|+1)\), where \(a\) is half the linear coefficient and \(c\) the quadratic one.

In `truncation_error_le`, `hrec` makes the squares vanish and `hone` is \(W_N\ge1\). The final theorem gets the lower bound `hlow` from the sum of squares, adds the strict decrease, and squeezes \(E_N\) between \(-g^2/w\) and the factorial bound.
